# Fermionic correlation matrices that are not projectors: each is an average of two others

## Occupations, holes and mixtures

Take finitely many fermionic modes, labelled by a finite set $n$, with an orthonormal one-particle basis. Let $c_i^\dagger$ create a particle in mode $i$, and set $C_{ij}=\langle c_j^\dagger c_i\rangle$. For a column vector $x$, write $x^\dagger$ for its conjugate transpose. Then $x^\dagger Cx$ is the expectation value of $a^\dagger(x)\,a(x)$, where $a^\dagger(x)=\sum_j x_j c_j^\dagger$. For normalised $x$ this is the occupation of the orbital $x$. It cannot be negative, and by the Pauli principle it cannot exceed 1.

In this text, a **correlation matrix** is any complex matrix $C$ with $0\le C\le I$: both $C$ and the hole matrix $I-C$ are positive semidefinite. Positive semidefinite matrices are Hermitian by convention here. A correlation matrix is **extremal** if $C=tA+(1-t)B$, with $A,B$ correlation matrices and $0<t<1$, forces $A=B=C$.

## Splitting a matrix that is not a projector

The claim is that if $0\le C\le I$ and $C^2\ne C$, then $C^2$ and $2C-C^2$ are two distinct correlation matrices with average $C$. The main step is the identity

$$C-C^2=C(I-C)C+(I-C)C(I-C).$$

The first term on the right is $C^2-C^3$ and the second is $C-2C^2+C^3$, and their sum is the left side. Since $C$ is Hermitian,

$$x^\dagger C(I-C)Cx=(Cx)^\dagger(I-C)(Cx)\ge0,$$

and likewise for the second term with $(I-C)x$ in place of $Cx$. Hence $C-C^2\ge0$.

It would be wrong to argue that $C-C^2=C(I-C)$ is positive merely because both factors are. A product of two positive semidefinite matrices need not even be Hermitian. These two factors commute, which rescues the conclusion. The argument here instead writes $C-C^2$ as a sum of two terms, each with one factor sandwiched between two copies of the other.

The four inequalities needed now follow:

- $C^2=C^\dagger C\ge0$.
- $I-C^2=(I-C)+(C-C^2)\ge0$.
- $2C-C^2=C+(C-C^2)\ge0$.
- $I-(2C-C^2)=(I-C)^2\ge0$.

The average is $\tfrac12(C^2+2C-C^2)=C$. If the two matrices were equal, then $2C^2=2C$, contrary to assumption. For a single mode with occupation $1/3$, the two parts have occupations $1/9$ and $5/9$. Neither part has the mean particle number $\operatorname{tr}C$, since $\operatorname{tr}(C-C^2)>0$ when $C^2\ne C$.

## Projectors admit only trivial mixtures

By the splitting with $t=\tfrac12$, an extremal matrix must satisfy $C^2=C$. For the converse, let $P$ be a Hermitian projector. It is a correlation matrix, because $P=P^\dagger P$ and $I-P=(I-P)^\dagger(I-P)$.

Suppose first that some mixture $tA+(1-t)B$ of correlation matrices, with $0<t<1$, annihilates a vector $x$. Then

$$0=t\,x^\dagger Ax+(1-t)\,x^\dagger Bx.$$

Both terms are nonnegative and both weights are positive, so $x^\dagger Ax=0$. The inequality $A^2\le A$ gives $\|Ax\|^2=x^\dagger A^2x\le x^\dagger Ax=0$, and so $Ax=0$.

Now let $P=tA+(1-t)B$. Since $P(I-P)=0$, the mixture annihilates every column of $I-P$. Therefore $A(I-P)=0$, that is, $A=AP$. The hole matrices obey $I-P=t(I-A)+(1-t)(I-B)$, and this mixture annihilates every column of $P$. Therefore $(I-A)P=0$, that is, $P=AP$. Hence $A=P$, and exchanging the components gives $B=P$.

For independent modes, $C$ is diagonal with real entries $f_i$, and $x^\dagger Cx=\sum_i f_i|x_i|^2$. The correlation condition is then $0\le f_i\le1$ for all $i$. Extremality requires $f_i^2=f_i$, so every $f_i$ is 0 or 1.

For fermions with fixed particle number in finitely many modes, the projectors are the correlation matrices of Slater determinants. Eigenvalues of $C$ strictly between 0 and 1 can come from nonzero temperature, but they also appear in every pure state of fixed particle number that is not a single Slater determinant. So $C^2\ne C$ does not by itself mean that the many-body state is mixed. A single mode can be fractionally occupied even in a Slater determinant: with two modes, one particle in the orbital $(1,1)/\sqrt2$ gives each mode the occupation $1/2$, although $C$ is a projector.

## The two polynomials in density-matrix purification

The maps $X\mapsto X^2$ and $X\mapsto 2X-X^2$ are the two moves of second-order trace-correcting purification, used in electronic-structure codes to build an effective one-particle density matrix without diagonalisation. In an orthonormal basis, one starts from the effective one-particle Hamiltonian, reversed in sign, shifted and rescaled so that its spectrum lies in $[0,1]$ with the lowest energies nearest 1. Squaring lowers the trace by $\operatorname{tr}(X-X^2)$ and the other map raises it by the same amount, so a code can choose between them by comparing the trace with the number of occupied orbitals. The inequalities above show that either move preserves $0\le X\le I$ in exact arithmetic; convergence to the desired projector is a separate question.

## The definitions in Lean

The index type `n` is finite and otherwise arbitrary, so the empty set of modes is allowed. Opening `ComplexOrder` gives `0 ≤ z` for complex `z` the meaning "real and nonnegative".

```lean
import Mathlib

open Matrix
open scoped ComplexOrder

namespace MixedCorrelationMatrices

variable {n : Type*} [Fintype n] [DecidableEq n]
```

The physical input enters as two conditions on a matrix. No Fock space or many-body state is constructed, and anomalous averages such as $\langle c_i c_j\rangle$ are not described. Hermiticity needs no field of its own, since `PosSemidef` contains it.

```lean
/-- A one-particle correlation matrix: a Hermitian matrix `C` with `0 ≤ C ≤ I`. -/
structure IsCorrelation (C : Matrix n n ℂ) : Prop where
  nonneg : C.PosSemidef
  le_one : (1 - C).PosSemidef
```

In the next definition `t` is real and `•` is scalar multiplication. The strict inequalities matter: at $t=1$ the matrix $B$ would be unconstrained, and with at least one mode nothing would be extremal.

```lean
/-- An extremal correlation matrix: one that is a proper mixture of two correlation
matrices only if both of them equal it. -/
structure IsExtremal (C : Matrix n n ℂ) : Prop where
  corr : IsCorrelation C
  trivial_mixture : ∀ (A B : Matrix n n ℂ) (t : ℝ), IsCorrelation A → IsCorrelation B →
    0 < t → t < 1 → C = t • A + (1 - t) • B → A = C ∧ B = C
```

Independent modes are given by real occupations, placed on the diagonal as complex numbers. No bounds are imposed on `f` yet.

```lean
/-- The diagonal matrix with the real numbers `f` as its diagonal entries. -/
noncomputable def modes (f : n → ℝ) : Matrix n n ℂ :=
  Matrix.diagonal fun i => (f i : ℂ)
```

## Positivity and the splitting theorem

Exchanging particles and holes swaps the two positivity conditions, because $I-(I-C)=C$.

```lean
omit [Fintype n] in
/-- Exchanging particles and holes, `C ↦ I - C`, preserves correlation matrices. -/
theorem IsCorrelation.hole {C : Matrix n n ℂ} (hC : IsCorrelation C) :
    IsCorrelation (1 - C) :=
  ⟨hC.le_one, by rw [sub_sub_cancel]; exact hC.nonneg⟩
```

The lemma `gap` is the inequality $C-C^2\ge0$. Mathlib's `conjTranspose_mul_mul_same` supplies the two sandwiched terms, Hermiticity removes the conjugate transposes, and `noncomm_ring` checks the identity without assuming that matrices commute.

```lean
/-- For a correlation matrix, `C - C²` is positive semidefinite. -/
theorem IsCorrelation.gap {C : Matrix n n ℂ} (hC : IsCorrelation C) :
    (C - C * C).PosSemidef := by
  have h1 := hC.le_one.conjTranspose_mul_mul_same C
  have h2 := hC.nonneg.conjTranspose_mul_mul_same (1 - C)
  rw [hC.nonneg.isHermitian.eq] at h1
  rw [hC.le_one.isHermitian.eq] at h2
  have e : C - C * C = C * (1 - C) * C + (1 - C) * C * (1 - C) := by noncomm_ring
  rw [e]
  exact h1.add h2
```

The four inequalities come next. Two are squares of Hermitian matrices, and the other two are sums containing `hC.gap`.

```lean
/-- For a correlation matrix `C`, both `C²` and `2C - C²` are correlation matrices. -/
theorem IsCorrelation.square_and_partner {C : Matrix n n ℂ} (hC : IsCorrelation C) :
    IsCorrelation (C * C) ∧ IsCorrelation ((2 : ℝ) • C - C * C) := by
  have hsq := posSemidef_conjTranspose_mul_self C
  have hhole := posSemidef_conjTranspose_mul_self (1 - C)
  rw [hC.nonneg.isHermitian.eq] at hsq
  rw [hC.le_one.isHermitian.eq] at hhole
  refine ⟨⟨hsq, ?_⟩, ⟨?_, ?_⟩⟩
  · have e : 1 - C * C = (1 - C) + (C - C * C) := by abel
    rw [e]
    exact hC.le_one.add hC.gap
  · have e : (2 : ℝ) • C - C * C = C + (C - C * C) := by module
    rw [e]
    exact hC.nonneg.add hC.gap
  · -- the holes of the partner are the square of the holes of `C`
    have e : 1 - ((2 : ℝ) • C - C * C) = (1 - C) * (1 - C) := by
      rw [two_smul]
      noncomm_ring
    rw [e]
    exact hhole
```

The splitting theorem takes a correlation matrix and the hypothesis `C * C ≠ C`. Its conclusion has four parts: both matrices are correlation matrices, they differ, and their average is `C`. To show that they differ, the proof multiplies a supposed equality by one half and obtains $C^2=C$.

```lean
/-- A correlation matrix with `C² ≠ C` is the average of the two distinct correlation
matrices `C²` and `2C - C²`. -/
theorem mixed_splits {C : Matrix n n ℂ} (hC : IsCorrelation C) (hmixed : C * C ≠ C) :
    IsCorrelation (C * C) ∧ IsCorrelation ((2 : ℝ) • C - C * C) ∧
      C * C ≠ (2 : ℝ) • C - C * C ∧
      (1 / 2 : ℝ) • (C * C + ((2 : ℝ) • C - C * C)) = C := by
  refine ⟨hC.square_and_partner.1, hC.square_and_partner.2, fun h => hmixed ?_, by module⟩
  linear_combination (norm := module) (1 / 2 : ℝ) • h
```

## From an empty orbital to the full characterisation

In the next lemma `*ᵥ` applies a matrix to a vector, and `star x ⬝ᵥ A *ᵥ x` is $x^\dagger Ax$. The vector need not be normalised. The first half takes real parts to show that this expectation value vanishes in `A`. The second half identifies $\|Ax\|^2$ with $x^\dagger A^2x$ in `hn`, then uses `gap` to bound it by zero.

```lean
/-- If a proper mixture of two correlation matrices annihilates a vector `x`, then so does its first
component. -/
theorem mixture_empty_orbital {A B : Matrix n n ℂ} {t : ℝ} (hA : IsCorrelation A)
    (hB : IsCorrelation B) (ht0 : 0 < t) (ht1 : t < 1) (x : n → ℂ)
    (hx : (t • A + (1 - t) • B) *ᵥ x = 0) : A *ᵥ x = 0 := by
  have hq : star x ⬝ᵥ ((t • A + (1 - t) • B) *ᵥ x) = 0 := by rw [hx, dotProduct_zero]
  rw [Matrix.add_mulVec, Matrix.smul_mulVec, Matrix.smul_mulVec, dotProduct_add,
    dotProduct_smul, dotProduct_smul] at hq
  have hre := congrArg Complex.re hq
  simp only [Complex.add_re, Complex.smul_re, smul_eq_mul, Complex.zero_re] at hre
  have ha := Complex.nonneg_iff.mp (hA.nonneg.dotProduct_mulVec_nonneg x)
  have hb := Complex.nonneg_iff.mp (hB.nonneg.dotProduct_mulVec_nonneg x)
  -- both quadratic forms are nonnegative at `x`, so the one of `A` vanishes
  have h1 := mul_nonneg ht0.le ha.1
  have h2 := mul_nonneg (sub_pos.mpr ht1).le hb.1
  have h3 : (star x ⬝ᵥ A *ᵥ x).re = 0 :=
    (mul_eq_zero.mp (le_antisymm (by linarith) h1)).resolve_left ht0.ne'
  have h0 : star x ⬝ᵥ A *ᵥ x = 0 := Complex.ext h3 ha.2.symm
  -- the squared norm of `A x` is at most the quadratic form of `A` at `x`
  have hg := hA.gap.dotProduct_mulVec_nonneg x
  have hn : star (A *ᵥ x) ⬝ᵥ (A *ᵥ x) = star x ⬝ᵥ (A * A) *ᵥ x := by
    rw [Matrix.star_mulVec, hA.nonneg.isHermitian.eq, ← Matrix.dotProduct_mulVec,
      Matrix.mulVec_mulVec]
  rw [Matrix.sub_mulVec, dotProduct_sub, h0, zero_sub, ← hn] at hg
  exact dotProduct_star_self_eq_zero.mp
    (le_antisymm (neg_nonneg.mp hg) (dotProduct_star_self_nonneg _))
```

The auxiliary statement `key` extends this from vectors to matrices, column by column. It is used once for particles, giving `h1`, and once for holes, giving `h2`. The final calculation combines $A(I-P)=0$ and $(I-A)P=0$ into $A=P$. Hermiticity of `P` is not a hypothesis, since a mixture of correlation matrices is already Hermitian.

```lean
/-- If a proper mixture of two correlation matrices is idempotent, then its first component
equals the mixture. -/
theorem projector_component {A B P : Matrix n n ℂ} {t : ℝ} (hA : IsCorrelation A)
    (hB : IsCorrelation B) (ht0 : 0 < t) (ht1 : t < 1) (hP : P * P = P)
    (hmix : P = t • A + (1 - t) • B) : A = P := by
  -- the previous lemma, applied to each column of a matrix `Q`
  have key : ∀ A' B' Q : Matrix n n ℂ, IsCorrelation A' → IsCorrelation B' →
      (t • A' + (1 - t) • B') * Q = 0 → A' * Q = 0 := by
    intro A' B' Q hA' hB' h
    refine Matrix.ext fun i j => ?_
    have hcol : (t • A' + (1 - t) • B') *ᵥ (fun k => Q k j) = 0 :=
      funext fun k => congrFun (congrFun h k) j
    exact congrFun (mixture_empty_orbital hA' hB' ht0 ht1 _ hcol) i
  have h1 : A * (1 - P) = 0 := by
    apply key A B _ hA hB
    rw [← hmix, mul_sub, mul_one, hP, sub_self]
  have h2 : (1 - A) * P = 0 := by
    apply key (1 - A) (1 - B) _ hA.hole hB.hole
    have e : t • (1 - A) + (1 - t) • (1 - B) = 1 - P := by
      rw [hmix]
      module
    rw [e, sub_mul, one_mul, hP, sub_self]
  calc A = A * (1 - P) + (P - (1 - A) * P) := by noncomm_ring
    _ = P := by rw [h1, h2, sub_zero, zero_add]
```

The characterisation is an equivalence. From left to right, the definition of extremality is applied to $C^2$ and $2C-C^2$ with weight $\tfrac12$, and its first conclusion is exactly $C^2=C$. From right to left, the projector is shown to be a correlation matrix, and the preceding theorem is used twice, the second time with weight $1-t$ and the components exchanged.

```lean
/-- The extremal correlation matrices are exactly the Hermitian projectors. -/
theorem extremal_iff_projector (C : Matrix n n ℂ) :
    IsExtremal C ↔ C.IsHermitian ∧ C * C = C := by
  constructor
  · intro h
    refine ⟨h.corr.nonneg.isHermitian, ?_⟩
    have hs := h.corr.square_and_partner
    exact (h.trivial_mixture _ _ (1 / 2) hs.1 hs.2 (by norm_num) (by norm_num)
      (by module)).1
  · rintro ⟨hH, hP⟩
    have h1 := posSemidef_conjTranspose_mul_self C
    have h2 := posSemidef_conjTranspose_mul_self (1 - C)
    have e : (1 - C) * (1 - C) = 1 - C := by
      rw [mul_sub, mul_one, sub_mul, one_mul, hP, sub_self, sub_zero]
    rw [hH.eq, hP] at h1
    rw [Matrix.conjTranspose_sub, Matrix.conjTranspose_one, hH.eq, e] at h2
    refine ⟨⟨h1, h2⟩, fun A B t hA hB ht0 ht1 hmix => ⟨?_, ?_⟩⟩
    · exact projector_component hA hB ht0 ht1 hP hmix
    · -- the same argument with the two components exchanged
      refine projector_component (t := 1 - t) hB hA (by linarith) (by linarith) hP ?_
      rw [sub_sub_cancel, add_comm]
      exact hmix
```

## Fractional and integer occupations

For diagonal matrices, positivity reduces to nonnegative entries. The hole matrix of `modes f` is again diagonal, with entries $1-f_i$, and this gives the upper bound.

```lean
omit [Fintype n] in
/-- Independent modes have a valid correlation matrix exactly when every occupation lies
between 0 and 1. -/
theorem modes_correlation_iff (f : n → ℝ) :
    IsCorrelation (modes f) ↔ ∀ i, 0 ≤ f i ∧ f i ≤ 1 := by
  have pos : ∀ g : n → ℝ, (modes g).PosSemidef ↔ ∀ i, 0 ≤ g i := by
    intro g
    unfold modes
    rw [Matrix.posSemidef_diagonal_iff]
    simp only [Complex.zero_le_real]
  have e : 1 - modes f = modes (fun i => 1 - f i) := by
    refine Matrix.ext fun i j => ?_
    by_cases h : i = j
    · subst h
      simp [modes]
    · simp [modes, h]
  constructor
  · intro h i
    have h2 := h.le_one
    rw [e, pos] at h2
    exact ⟨(pos f).mp h.nonneg i, sub_nonneg.mp (h2 i)⟩
  · intro h
    refine ⟨(pos f).mpr fun i => (h i).1, ?_⟩
    rw [e, pos]
    exact fun i => sub_nonneg.mpr (h i).2
```

For extremality, the characterisation turns the question into $f_i^2=f_i$, which factors as $f_i(f_i-1)=0$. The reverse direction checks the two allowed values directly. The extremal matrices in this diagonal family are thus the occupation patterns with every mode empty or full.

```lean
/-- The correlation matrix of independent modes is extremal exactly when every mode is
empty or fully occupied. -/
theorem modes_extremal_iff (f : n → ℝ) :
    IsExtremal (modes f) ↔ ∀ i, f i = 0 ∨ f i = 1 := by
  rw [extremal_iff_projector]
  constructor
  · rintro ⟨-, h⟩ i
    unfold modes at h
    rw [Matrix.diagonal_mul_diagonal] at h
    have hi : (f i : ℂ) * (f i : ℂ) = (f i : ℂ) := congrFun (Matrix.diagonal_injective h) i
    have hr : f i * f i = f i := by exact_mod_cast hi
    have hz : f i * (f i - 1) = 0 := by linear_combination hr
    exact (mul_eq_zero.mp hz).imp id sub_eq_zero.mp
  · intro h
    have hc : IsCorrelation (modes f) := (modes_correlation_iff f).mpr fun i => by
      rcases h i with hi | hi <;> rw [hi] <;> norm_num
    refine ⟨hc.nonneg.isHermitian, ?_⟩
    unfold modes
    rw [Matrix.diagonal_mul_diagonal]
    congr 1
    funext i
    rcases h i with hi | hi <;> simp [hi]
```

The last theorem gives a concrete matrix satisfying both hypotheses of `mixed_splits`: mode 0 has occupation $1/3$ and mode 1 has occupation 1. If the matrix were idempotent it would be extremal, and mode 0 would have to be empty or full. In the splitting, mode 0 takes the values $1/9$ and $5/9$, while mode 1 stays full in both parts.

```lean
/-- Two modes with occupations 1/3 and 1 have a correlation matrix that is not
idempotent. -/
theorem mixed_splits_witness :
    IsCorrelation (modes ![(1 / 3 : ℝ), 1]) ∧
      modes ![(1 / 3 : ℝ), 1] * modes ![(1 / 3 : ℝ), 1] ≠ modes ![(1 / 3 : ℝ), 1] := by
  have hc : IsCorrelation (modes ![(1 / 3 : ℝ), 1]) := by
    rw [modes_correlation_iff]
    intro i
    fin_cases i <;> norm_num
  refine ⟨hc, fun h => ?_⟩
  have h0 := (modes_extremal_iff _).mp
    ((extremal_iff_projector _).mpr ⟨hc.nonneg.isHermitian, h⟩) 0
  norm_num at h0

end MixedCorrelationMatrices
```

```lean
#print axioms MixedCorrelationMatrices.mixed_splits
#print axioms MixedCorrelationMatrices.extremal_iff_projector
#print axioms MixedCorrelationMatrices.modes_extremal_iff
```

```
'MixedCorrelationMatrices.mixed_splits' depends on axioms: [propext, Classical.choice, Quot.sound]
'MixedCorrelationMatrices.extremal_iff_projector' depends on axioms: [propext, Classical.choice, Quot.sound]
'MixedCorrelationMatrices.modes_extremal_iff' depends on axioms: [propext, Classical.choice, Quot.sound]
```
